# Lattice plane waves average to zero or ±1 on the half-shifted Monkhorst-Pack grid

Take $N\ge 1$ points along each of $d$ reciprocal axes, at the coordinates $k_i=(a_i+\tfrac12)/N$ with $0\le a_i<N$. For every vector $n$ of integers,

$$
\frac1{N^d}\sum_{a} e^{2\pi \mathrm i\,k\cdot n}=
\begin{cases}(-1)^{\sum_i n_i/N} & \text{if } N \text{ divides every } n_i,\\ 0 & \text{otherwise.}\end{cases}
$$

Here $i$ labels an axis, $\mathrm i$ is the imaginary unit, $k\cdot n=\sum_i k_i n_i$, and the sum runs over all $N^d$ label vectors $a$. Electronic-structure calculations for crystals often replace integrals over the Brillouin zone by averages over grids of this kind; for an integrand that is a finite Fourier series, the formula tells which coefficients the average keeps, and with which sign.

## Axes, grid points and plane waves

The axes are the elements of a finite type `ι`, and $d$ is their number. In a crystal $d$ is usually 1, 2 or 3, but the argument works for any finite $d$, including $d=0$, where there is one empty label vector and both sides equal 1.

In Lean 4 with Mathlib:

```lean
import Mathlib

open Complex

namespace ShiftedMonkhorstPack

noncomputable section

variable {ι : Type*} [Fintype ι] [DecidableEq ι]
```

Along one reciprocal axis the points sit at the midpoints of the $N$ equal intervals into which the range from 0 to 1 is divided:

$$\frac{1}{2N},\ \frac{3}{2N},\ \dots,\ 1-\frac1{2N}.$$

For $N=1$ the only coordinate is $\tfrac12$.

```lean
/-- The coordinate `(a + 1/2)/N` of the half-shifted grid along one reciprocal axis,
for `0 ≤ a < N`. -/
def shiftedCoord (N : ℕ) (a : Fin N) : ℝ := (((a : ℕ) : ℝ) + 1 / 2) / (N : ℝ)
```

The type `Fin N` holds the integers from $0$ to $N-1$. The shift, measured from the grid through the origin, is half a grid step for odd and even $N$ alike. The original Monkhorst-Pack coordinates $(2r-N-1)/(2N)$ with $r=1,\dots,N$ agree with these up to integers only when $N$ is even; for odd $N$ they include 0.

A point of the full grid takes one such coordinate on each axis, $k_i=(a_i+\tfrac12)/N$.

```lean
/-- The k-point of the shifted Monkhorst-Pack grid with labels `a i`, in units of the
reciprocal basis vectors. -/
def kPoint (N : ℕ) (a : ι → Fin N) : ι → ℝ := fun i => shiftedCoord N (a i)
```

The label vector is a function `a : ι → Fin N`, so the number of points is the same on every axis. The coordinates refer to the reciprocal basis vectors, whatever the shape of the cell.

A function with the periodicity of the reciprocal lattice has Fourier components labelled by direct lattice vectors. If $n_i$ are the integer coordinates of such a vector in the primitive basis, its plane wave is

$$e^{2\pi\mathrm i\sum_i k_i n_i}.$$

```lean
/-- The plane wave `exp(2πi k·n)` belonging to the integer lattice vector `n`. -/
def planeWave (n : ι → ℤ) (k : ι → ℝ) : ℂ :=
  exp (2 * Real.pi * I * ∑ i, (k i : ℂ) * (n i : ℂ))
```

The factor $2\pi$ stands in the exponent because the coordinates $k_i$ do not contain it. The lengths and angles of the cell do not enter, because $k$ and $n$ are coordinates in mutually dual bases.

The grid average of a function $f$ gives every point the same weight:

$$\frac{1}{N^d}\sum_a f(k).$$

```lean
/-- The average of a function of `k` over the shifted grid with `N ≥ 1` points per axis. -/
def gridAverage (N : ℕ) (f : (ι → ℝ) → ℂ) : ℂ :=
  (∑ a : ι → Fin N, f (kPoint N a)) / (N : ℂ) ^ Fintype.card ι
```

The sum covers the whole grid. Reduction to symmetry-inequivalent points with multiplicities is not modelled.

## Every coordinate lies strictly between 0 and 1

Since $0\le a_i\le N-1$,

$$0<\frac{1}{2N}\le k_i\le 1-\frac{1}{2N}<1 ,$$

so $k_i$ is never an integer. The point $\Gamma$, the origin of reciprocal space, and its periodic images have only integer coordinates. With at least one axis, the grid therefore contains none of them.

```lean
omit [Fintype ι] [DecidableEq ι] in
/-- No coordinate of a shifted grid point is an integer. -/
theorem kPoint_ne_int (N : ℕ) (a : ι → Fin N) (i : ι) (G : ℤ) :
    kPoint N a i ≠ (G : ℝ) := by
  intro h
  have hlt : (a i : ℕ) + 1 ≤ N := (a i).isLt
  have hle : (((a i : ℕ) : ℝ) + 1) ≤ (N : ℝ) := by exact_mod_cast hlt
  have ha : (0 : ℝ) ≤ ((a i : ℕ) : ℝ) := Nat.cast_nonneg _
  have hN : (0 : ℝ) < (N : ℝ) := by linarith
  -- the coordinate lies strictly between 0 and 1
  have h0 : 0 < kPoint N a i := by
    unfold kPoint shiftedCoord
    positivity
  have h1 : kPoint N a i < 1 := by
    unfold kPoint shiftedCoord
    rw [div_lt_one hN]
    linarith
  rw [h] at h0 h1
  have g0 : 0 < G := by exact_mod_cast h0
  have g1 : G < 1 := by exact_mod_cast h1
  omega
```

The theorem speaks of one coordinate at a time, and `G` is the integer it is compared with. The proof establishes the two strict inequalities `h0` and `h1`, transfers them to `G`, and lets `omega` conclude that no integer lies between 0 and 1. No separate assumption $N\ge1$ is needed, because a label `a i` can exist only if $N$ is positive.

## One axis, when N divides the integer

Consider a single axis and an integer $m$, with $a$ now a single label. If $m=Nq$ for an integer $q$, then

$$
e^{2\pi\mathrm i\,(a+1/2)m/N}=e^{2\pi\mathrm i\,(a+1/2)q}
=e^{2\pi\mathrm i\,aq}\,e^{\pi\mathrm i\,q}=(-1)^q ,
$$

because $aq$ is an integer. The term does not depend on $a$, so the $N$ terms add up to $N(-1)^q=N(-1)^{m/N}$.

```lean
/-- Along one axis, if `N` divides `m`, the `N` phases add up to `N (-1)^(m/N)`. -/
theorem axis_sum_of_dvd {N : ℕ} (hN : N ≠ 0) {m : ℤ} (hm : (N : ℤ) ∣ m) :
    ∑ a : Fin N, exp (2 * Real.pi * I * ((shiftedCoord N a : ℂ) * (m : ℂ)))
      = (N : ℂ) * (-1) ^ (m / (N : ℤ)) := by
  obtain ⟨q, rfl⟩ := hm
  have hZ : (N : ℤ) ≠ 0 := by exact_mod_cast hN
  have hC : (N : ℂ) ≠ 0 := by exact_mod_cast hN
  have hc : (N : ℂ) * (N : ℂ)⁻¹ = 1 := mul_inv_cancel₀ hC
  rw [Int.mul_ediv_cancel_left _ hZ]
  -- every term is the same sign
  have term : ∀ a : Fin N,
      exp (2 * Real.pi * I * ((shiftedCoord N a : ℂ) * (((N : ℤ) * q : ℤ) : ℂ)))
        = (-1) ^ q := by
    intro a
    have e : 2 * Real.pi * I * ((shiftedCoord N a : ℂ) * (((N : ℤ) * q : ℤ) : ℂ))
        = (q : ℂ) * (Real.pi * I)
          + (((((a : ℕ) : ℤ) * q : ℤ)) : ℂ) * (2 * Real.pi * I) := by
      unfold shiftedCoord
      push_cast
      linear_combination (2 * Real.pi * I * (((a : ℕ) : ℂ) + 1 / 2) * (q : ℂ)) * hc
    rw [e, Complex.exp_add, Complex.exp_int_mul, Complex.exp_pi_mul_I,
      Complex.exp_eq_one_iff.mpr ⟨_, rfl⟩, mul_one]
  rw [Finset.sum_congr rfl (fun a _ => term a)]
  simp
```

The condition $N\ge1$ appears as `hN : N ≠ 0`. The quotient `m / (N : ℤ)` is integer division, which is exact here because `hm` says that $N$ divides $m$. The power has an integer exponent, so negative $q$ is included.

Inside the proof, `e` splits the exponent into $q\,\pi\mathrm i$ and $aq\cdot2\pi\mathrm i$, as in the display above. The next rewrite turns the first part into $(-1)^q$ and the second into 1. The final `simp` adds the $N$ equal terms.

## One axis, when N does not divide the integer

Let $z=e^{2\pi\mathrm i\,m/N}$. The half shift contributes a phase common to all terms:

$$
\sum_{a=0}^{N-1}e^{2\pi\mathrm i\,(a+1/2)m/N}=e^{\pi\mathrm i\,m/N}\sum_{a=0}^{N-1}z^a .
$$

We have $z^N=e^{2\pi\mathrm i\,m}=1$. On the other hand $z\neq1$, since $z=1$ would make $m/N$ an integer. From

$$(1-z)\sum_{a=0}^{N-1}z^a=1-z^N=0$$

the geometric sum vanishes, and the phase in front of it is irrelevant. For $N=1$ this case does not arise, because 1 divides every integer.

```lean
/-- Along one axis, if `N` does not divide `m`, the `N` phases cancel. -/
theorem axis_sum_of_not_dvd {N : ℕ} (hN : N ≠ 0) {m : ℤ} (hm : ¬ (N : ℤ) ∣ m) :
    ∑ a : Fin N, exp (2 * Real.pi * I * ((shiftedCoord N a : ℂ) * (m : ℂ))) = 0 := by
  have hC : (N : ℂ) ≠ 0 := by exact_mod_cast hN
  have hc : (N : ℂ) * (N : ℂ)⁻¹ = 1 := mul_inv_cancel₀ hC
  set z : ℂ := exp (2 * Real.pi * I * ((m : ℂ) / (N : ℂ))) with hz
  have hz1 : z ≠ 1 := by
    intro h
    obtain ⟨q, hq⟩ := Complex.exp_eq_one_iff.mp h
    have h2 : (m : ℂ) / (N : ℂ) = (q : ℂ) :=
      mul_left_cancel₀ Complex.two_pi_I_ne_zero (by rw [hq]; ring)
    rw [div_eq_iff hC] at h2
    have h3 : m = q * (N : ℤ) := by exact_mod_cast h2
    exact hm ⟨q, by rw [h3]; ring⟩
  have hzN : z ^ N = 1 := by
    rw [hz, ← Complex.exp_nat_mul]
    refine Complex.exp_eq_one_iff.mpr ⟨m, ?_⟩
    linear_combination (2 * Real.pi * I * (m : ℂ)) * hc
  -- the half shift is a common phase in front of a geometric sum
  have term : ∀ a : Fin N,
      exp (2 * Real.pi * I * ((shiftedCoord N a : ℂ) * (m : ℂ)))
        = exp (Real.pi * I * ((m : ℂ) / (N : ℂ))) * z ^ (a : ℕ) := by
    intro a
    rw [hz, ← Complex.exp_nat_mul, ← Complex.exp_add]
    congr 1
    unfold shiftedCoord
    push_cast
    ring
  have geom : ∑ j ∈ Finset.range N, z ^ j = 0 := by
    have h := mul_neg_geom_sum z N
    rw [hzN, sub_self] at h
    exact (mul_eq_zero.mp h).resolve_left (sub_ne_zero.mpr (Ne.symm hz1))
  rw [Finset.sum_congr rfl (fun a _ => term a), ← Finset.mul_sum,
    Fin.sum_univ_eq_sum_range (fun j => z ^ j) N, geom, mul_zero]
```

The steps carry matching names: `hz1` is $z\ne1$, `hzN` is $z^N=1$, `term` extracts the common phase, and `geom` is the vanishing geometric sum. For `hz1`, the lemma `Complex.exp_eq_one_iff` supplies an integer $q$ with $m/N=q$, and this contradicts `hm`.

## The grid sum is a product over the axes

The exponential of a sum is a product of exponentials, and each factor depends on one label only. Hence

$$
\sum_a\prod_i e^{2\pi\mathrm i\,k_i n_i}
=\prod_i\ \sum_{a=0}^{N-1} e^{2\pi\mathrm i\,(a+1/2)n_i/N}.
$$

On the left $a$ is the full label vector; on the right it is a single label.

```lean
/-- The sum of a plane wave over the shifted grid is the product of its one-axis sums. -/
theorem grid_sum_factorises (N : ℕ) (n : ι → ℤ) :
    ∑ a : ι → Fin N, planeWave n (kPoint N a)
      = ∏ i, ∑ a : Fin N,
          exp (2 * Real.pi * I * ((shiftedCoord N a : ℂ) * (n i : ℂ))) := by
  rw [Finset.prod_univ_sum, Fintype.piFinset_univ]
  refine Finset.sum_congr rfl (fun a _ => ?_)
  rw [planeWave, Finset.mul_sum, Complex.exp_sum]
  rfl
```

`Finset.prod_univ_sum` expands the product of sums into a sum over all choices of one label per axis, which are exactly the label vectors. `Complex.exp_sum` then splits the plane wave, and the two sides agree term by term.

If every axis contributes a sign $(-1)^{q_i}$, the signs combine as

$$\prod_i(-1)^{q_i}=(-1)^{\sum_i q_i}.$$

```lean
omit [Fintype ι] in
/-- Signs collected from several axes multiply to the sign of the summed exponent. -/
theorem prod_signs (s : Finset ι) (q : ι → ℤ) :
    ∏ i ∈ s, (-1 : ℂ) ^ q i = (-1) ^ (∑ i ∈ s, q i) := by
  induction s using Finset.induction_on with
  | empty => simp
  | insert a s ha ih =>
    rw [Finset.prod_insert ha, Finset.sum_insert ha, ih,
      zpow_add₀ (neg_ne_zero.mpr one_ne_zero)]
```

The proof adds one axis at a time, by induction on the finite set `s`.

## The average of a plane wave

If $N$ divides every $n_i$, the one-axis sums give

$$
\frac1{N^d}\prod_i N(-1)^{n_i/N}=\frac{N^d}{N^d}\,(-1)^{\sum_i n_i/N}=(-1)^{\sum_i n_i/N}.
$$

If $N$ fails to divide $n_i$ for some axis $i$, the factor of that axis is zero, and so is the whole product.

```lean
/-- The shifted-grid average of `exp(2πi k·n)` is `(-1)^(∑ n_i/N)` if `N` divides every
`n_i`, and zero otherwise. -/
theorem gridAverage_planeWave {N : ℕ} (hN : N ≠ 0) (n : ι → ℤ) :
    gridAverage N (planeWave n)
      = if ∀ i, (N : ℤ) ∣ n i then (-1) ^ (∑ i, n i / (N : ℤ)) else 0 := by
  have hC : (N : ℂ) ≠ 0 := by exact_mod_cast hN
  rw [gridAverage, grid_sum_factorises]
  split_ifs with h
  · rw [Finset.prod_congr rfl (fun i _ => axis_sum_of_dvd hN (h i)),
      Finset.prod_mul_distrib, Finset.prod_const, Finset.card_univ, prod_signs]
    exact mul_div_cancel_left₀ _ (pow_ne_zero _ hC)
  · -- one axis with cancelling phases is enough
    obtain ⟨i, hi⟩ := not_forall.mp h
    rw [Finset.prod_eq_zero (Finset.mem_univ i) (axis_sum_of_not_dvd hN hi), zero_div]
```

In words: for every nonzero `N` and every integer vector `n`, the grid average of the plane wave equals the sign if all components are divisible by `N`, and zero if not. The integer divisions in the exponent are used only in the first branch, where they are exact. The tactic `split_ifs` separates the two cases. The first inserts `axis_sum_of_dvd` on every axis, collects the signs with `prod_signs` and cancels $N^d$. The second picks one axis `i` at which divisibility fails and applies `axis_sum_of_not_dvd` there.

For $N=1$ the grid is the single point with all coordinates $\tfrac12$. Every $n$ passes the divisibility test, and the average is $(-1)^{\sum_i n_i}$, the value of the plane wave at that point.

## Which Fourier coefficients the grid keeps

Let $S$ be a finite set of integer vectors and let $c_n$ be complex coefficients. The average is linear, so

$$
\frac1{N^d}\sum_a\sum_{n\in S}c_n e^{2\pi\mathrm i\,k\cdot n}
=\sum_{\substack{n\in S\\ N\mid n_i\text{ for all }i}}(-1)^{\sum_i n_i/N}\,c_n .
$$

The exact zone average of the same series is $c_0$, or zero if $0\notin S$. The terms with $n\neq0$ on the right are therefore the quadrature error. They are the aliases of the constant term: on this grid their plane waves are constant, just as the plane wave with $n=0$ is.

```lean
/-- Aliasing formula: the shifted-grid average of a finite Fourier series is the sum of its
coefficients at the vectors `n` divisible by `N`, each with the sign `(-1)^(∑ n_i/N)`. -/
theorem gridAverage_fourierSeries {N : ℕ} (hN : N ≠ 0) (S : Finset (ι → ℤ))
    (c : (ι → ℤ) → ℂ) :
    gridAverage N (fun k => ∑ n ∈ S, c n * planeWave n k)
      = ∑ n ∈ S with (∀ i, (N : ℤ) ∣ n i), (-1) ^ (∑ i, n i / (N : ℤ)) * c n := by
  have lin : gridAverage N (fun k => ∑ n ∈ S, c n * planeWave n k)
      = ∑ n ∈ S, c n * gridAverage N (planeWave n) := by
    unfold gridAverage
    rw [Finset.sum_comm, Finset.sum_div]
    refine Finset.sum_congr rfl (fun n _ => ?_)
    rw [← Finset.mul_sum, mul_div_assoc]
  rw [lin, Finset.sum_filter]
  refine Finset.sum_congr rfl (fun n _ => ?_)
  rw [gridAverage_planeWave hN]
  split_ifs
  · ring
  · ring
```

The auxiliary statement `lin` exchanges the two sums and takes `c n` out of the average. The previous theorem then evaluates each plane wave, and the filter `with (∀ i, (N : ℤ) ∣ n i)` retains the surviving vectors. The coefficients are arbitrary, with no reality or symmetry condition.

In a tight-binding model with one orbital per cell, orthonormal orbitals and finite-range hopping, the band energy is a series of this form: $c_0$ is the on-site energy, and $c_n$ for $n\neq0$ is the hopping amplitude to lattice vector $n$. For such a band, averaged over the entire zone, the grid is exact once $N$ exceeds every $|n_i|$ that occurs. The theorem itself concerns finite series only; an integrand with a sharp Fermi-surface cutoff generally has infinitely many Fourier coefficients and would need a convergence argument as well.

## The first alias along an axis has the value −1

Choose an axis $j$ and let $n$ have the component $N$ along $j$ and zero along all others. Then $n_i/N$ is 1 for $i=j$ and 0 otherwise, the exponents sum to 1, and the average is $(-1)^1=-1$. The exact zone average of this plane wave is zero, so the grid is wrong by 1 in magnitude.

```lean
/-- The plane wave whose lattice vector is `N` steps along a single axis `j` has
shifted-grid average `-1`. -/
theorem gridAverage_first_alias {N : ℕ} (hN : N ≠ 0) (j : ι) :
    gridAverage N (planeWave (fun i => if i = j then (N : ℤ) else 0)) = -1 := by
  have hZ : (N : ℤ) ≠ 0 := by exact_mod_cast hN
  have hd : ∀ i : ι, (N : ℤ) ∣ (if i = j then (N : ℤ) else 0) := by
    intro i
    split_ifs
    · exact dvd_refl _
    · exact dvd_zero _
  have hq : ∀ i : ι, (if i = j then (N : ℤ) else 0) / (N : ℤ) = if i = j then 1 else 0 := by
    intro i
    split_ifs
    · exact Int.ediv_self hZ
    · exact Int.zero_ediv _
  rw [gridAverage_planeWave hN, if_pos hd, Finset.sum_congr rfl (fun i _ => hq i)]
  simp

end

end ShiftedMonkhorstPack
```

Here `hd` verifies that $N$ divides every component, including the zeros, and `hq` computes the quotients. The main theorem gives the sign, and `simp` evaluates the sum in the exponent.

```lean
#print axioms ShiftedMonkhorstPack.kPoint_ne_int
-- 'ShiftedMonkhorstPack.kPoint_ne_int' depends on axioms: [propext, Classical.choice, Quot.sound]
#print axioms ShiftedMonkhorstPack.gridAverage_planeWave
-- 'ShiftedMonkhorstPack.gridAverage_planeWave' depends on axioms: [propext, Classical.choice, Quot.sound]
#print axioms ShiftedMonkhorstPack.gridAverage_fourierSeries
-- 'ShiftedMonkhorstPack.gridAverage_fourierSeries' depends on axioms: [propext, Classical.choice, Quot.sound]
#print axioms ShiftedMonkhorstPack.gridAverage_first_alias
-- 'ShiftedMonkhorstPack.gridAverage_first_alias' depends on axioms: [propext, Classical.choice, Quot.sound]
```

## Other shifts, including the grid through Γ

The same argument handles the points $k_i=(a_i+s_i)/N$ with any real shifts $s_i$, although the code above treats only $s_i=\tfrac12$. On one axis with $m=Nq$, each term becomes $e^{2\pi\mathrm i\,s_iq}$ in place of $(-1)^q$. If $N$ does not divide $m$, the shift is again a common phase in front of a vanishing geometric sum. The average of the plane wave is therefore

$$e^{2\pi\mathrm i\sum_i s_i n_i/N}$$

if $N$ divides every $n_i$, and zero otherwise. With all $s_i=0$ the grid contains $\Gamma$ and the surviving value is 1. The two grids thus keep the same Fourier coefficients and differ only in the signs.
